# Energy cost of the Lieb-Schultz-Mattis twist for fixed-range hopping

The lattice enters through one integer per configuration. For particles on a ring of L sites with occupations n_j, a configuration a carries the position sum X_a = Σ_j j n_j. A hop to the next site changes X by 1, and a hop from the last site to the first changes it by −(L − 1), which is 1 modulo L. The argument uses nothing else, so the model is a finite set `ι` of configurations with arbitrary labels `X : ι → ℤ`, and the ring survives as a congruence modulo L. Sites, particle number and translations are not represented.

```lean
import Mathlib

open Matrix Real

namespace TwistEnergy

noncomputable section

variable {ι : Type*} [Fintype ι] [DecidableEq ι]
```

## Twist, energy and hopping

The length L is a positive integer, `ℕ+`, and the twist angle is θ = 2π/L.

```lean
/-- The twist angle `2π / L` for a ring of length `L ≥ 1`. -/
def twistAngle (L : ℕ+) : ℝ := 2 * π / ((L : ℕ) : ℝ)
```

With i the imaginary unit, the twist operator is

U = diag(exp(iθX_a)).

```lean
/-- The twist operator `U = diag (exp (2π i X_a / L))` on configurations `a`. -/
def twist (L : ℕ+) (X : ι → ℤ) : Matrix ι ι ℂ :=
  diagonal fun a => Complex.exp (((twistAngle L * (X a : ℝ) : ℝ) : ℂ) * Complex.I)
```

For a matrix A and a vector v, `expval A v` is ⟨v, Av⟩ = Σ_ab conj(v_a) A_ab v_b, not divided by ⟨v, v⟩. `energy` is its real part.

```lean
/-- The expectation value `⟨v, A v⟩`. -/
def expval (A : Matrix ι ι ℂ) (v : ι → ℂ) : ℂ := star v ⬝ᵥ A *ᵥ v

/-- The real part of the expectation value `⟨v, H v⟩`. -/
def energy (H : Matrix ι ι ℂ) (v : ι → ℂ) : ℝ := (expval H v).re
```

The Hamiltonian is H = V + K. The diagonal V, with entries `V : ι → ℂ`, holds potentials and density interactions. K is the kinetic term, with one integer range r:

K_ab ≠ 0 implies X_a − X_b ≡ r or −r (mod L).

The amplitudes are arbitrary, so fermionic signs are allowed, but all hops must share the same r.

```lean
/-- `K` connects only configurations whose labels differ by `± r` modulo `L`. -/
def IsHopping (L : ℕ+) (r : ℤ) (X : ι → ℤ) (K : Matrix ι ι ℂ) : Prop :=
  ∀ a b, K a b ≠ 0 →
    X a - X b ≡ r [ZMOD ((L : ℕ) : ℤ)] ∨ X a - X b ≡ -r [ZMOD ((L : ℕ) : ℤ)]
```

## Twisting the state twists the Hamiltonian

The adjoint U*, written `ᴴ` in Lean, is diag(exp(−iθX_a)), and the phases cancel in U*U = UU* = 1.

```lean
omit [Fintype ι] in
/-- The adjoint of the twist is diagonal with the opposite phases. -/
theorem twist_conjTranspose (L : ℕ+) (X : ι → ℤ) :
    (twist L X)ᴴ =
      diagonal fun a => Complex.exp (-(((twistAngle L * (X a : ℝ) : ℝ) : ℂ) * Complex.I)) := by
  have hs (x : ℝ) : star (Complex.exp (x * Complex.I)) = Complex.exp (-(x * Complex.I)) := by
    rw [Complex.star_def, ← Complex.exp_conj]
    simp
  rw [twist, diagonal_conjTranspose]
  congr 1
  funext a
  exact hs _

/-- The twist is unitary: `U* U = 1` and `U U* = 1`. -/
theorem twist_unitary (L : ℕ+) (X : ι → ℤ) :
    (twist L X)ᴴ * twist L X = 1 ∧ twist L X * (twist L X)ᴴ = 1 := by
  rw [twist_conjTranspose, twist]
  constructor <;> simp [diagonal_mul_diagonal, ← Complex.exp_add]
```

For any matrices W and H and any vector ψ,

⟨Wψ, HWψ⟩ = ⟨ψ, W*HWψ⟩.

```lean
omit [DecidableEq ι] in
/-- The expectation of `H` in `W ψ` is the expectation of `W* H W` in `ψ`. -/
theorem expval_mulVec (H W : Matrix ι ι ℂ) (ψ : ι → ℂ) :
    expval H (W *ᵥ ψ) = expval (Wᴴ * H * W) ψ := by
  unfold expval
  rw [star_mulVec, ← dotProduct_mulVec]
  simp only [mulVec_mulVec, Matrix.mul_assoc]
```

For Hermitian H the expectation equals its own conjugate, so `energy` is the whole of it. No later theorem assumes Hermiticity, and this lemma serves to read them in the physical case.

```lean
omit [DecidableEq ι] in
/-- For Hermitian `H` the expectation value `⟨v, H v⟩` equals its real part. -/
theorem expval_eq_energy {H : Matrix ι ι ℂ} (hH : H.IsHermitian) (v : ι → ℂ) :
    expval H v = (energy H v : ℂ) := by
  have h : star v ⬝ᵥ H *ᵥ v = star (star (H *ᵥ v) ⬝ᵥ v) := star_dotProduct ..
  rw [star_mulVec, hH.eq, ← dotProduct_mulVec] at h
  exact (Complex.conj_eq_iff_re.mp h.symm).symm
```

## Two opposite phases make a cosine

Put x = θX_a and y = θX_b. Then for any H,

(U*HU)_ab = exp(−ix) H_ab exp(iy),  (UHU*)_ab = exp(ix) H_ab exp(−iy),

exp(−ix) exp(iy) + exp(ix) exp(−iy) = 2 cos(x − y),

(U*HU + UHU* − 2H)_ab = 2(cos θ(X_a − X_b) − 1) H_ab.

The middle line is `key`. The proof turns on `linear_combination`: given equations with coefficients, it subtracts their combination from the goal and checks with `ring` that the difference vanishes. Here the combination is H_ab times `key`. The exponentials and the cosine are opaque symbols at that point, so all trigonometry is confined to `key`.

```lean
/-- For any matrix `H`, the `(a, b)` element of `U* H U + U H U* - 2 H` is
`2 (cos (2π (X_a - X_b) / L) - 1) H_ab`. -/
theorem double_twist_apply (L : ℕ+) (X : ι → ℤ) (H : Matrix ι ι ℂ) (a b : ι) :
    ((twist L X)ᴴ * H * twist L X + twist L X * H * (twist L X)ᴴ - (2 : ℂ) • H) a b =
      ((2 * (cos (twistAngle L * ((X a - X b : ℤ) : ℝ)) - 1) : ℝ) : ℂ) * H a b := by
  -- the two opposite phases add up to a cosine
  have key (x y : ℝ) :
      Complex.exp (-(x * Complex.I)) * Complex.exp (y * Complex.I) +
        Complex.exp (x * Complex.I) * Complex.exp (-(y * Complex.I)) =
        2 * ((cos (x - y) : ℝ) : ℂ) := by
    have h1 : -((x : ℂ) * Complex.I) + y * Complex.I = -((x - y : ℝ) : ℂ) * Complex.I := by
      push_cast
      ring
    have h2 : (x : ℂ) * Complex.I + -(y * Complex.I) = ((x - y : ℝ) : ℂ) * Complex.I := by
      push_cast
      ring
    rw [Complex.ofReal_cos, Complex.two_cos, ← Complex.exp_add, ← Complex.exp_add, h1, h2]
    exact add_comm _ _
  have harg : twistAngle L * ((X a - X b : ℤ) : ℝ) =
      twistAngle L * (X a : ℝ) - twistAngle L * (X b : ℝ) := by
    push_cast
    ring
  rw [twist_conjTranspose, twist, harg]
  simp only [Matrix.add_apply, Matrix.sub_apply, Matrix.smul_apply, mul_diagonal, diagonal_mul,
    smul_eq_mul]
  rw [Complex.ofReal_mul 2, Complex.ofReal_sub, Complex.ofReal_ofNat, Complex.ofReal_one]
  linear_combination H a b * key (twistAngle L * (X a : ℝ)) (twistAngle L * (X b : ℝ))
```

Now let H = V + K. For a = b the factor is cos 0 − 1 = 0, and for a ≠ b the element of V is zero, so V drops out (`hV`). If integers n, m satisfy m − n = Lk with k an integer, then θL = 2π gives θn = θm − 2πk and cos θn = cos θm (`hper`, again by `linear_combination`). Where K_ab ≠ 0 the cosine is therefore cos(±rθ) = cos rθ, and

U*HU + UHU* − 2H = 2(cos rθ − 1) K.

```lean
/-- For `H = V + K` with `V` diagonal and `K` hopping by `± r` modulo `L`,
`U* H U + U H U* - 2 H = 2 (cos (2π r / L) - 1) K`. -/
theorem double_twist {L : ℕ+} {r : ℤ} {X : ι → ℤ} {K : Matrix ι ι ℂ} (V : ι → ℂ)
    (hK : IsHopping L r X K) :
    (twist L X)ᴴ * (diagonal V + K) * twist L X + twist L X * (diagonal V + K) * (twist L X)ᴴ
        - (2 : ℂ) • (diagonal V + K) =
      ((2 * (cos (twistAngle L * r) - 1) : ℝ) : ℂ) • K := by
  have hL : ((L : ℕ) : ℝ) ≠ 0 := by exact_mod_cast L.ne_zero
  have hθ : twistAngle L * ((L : ℕ) : ℝ) = 2 * π := div_mul_cancel₀ _ hL
  -- the cosine depends on the label difference only modulo `L`
  have hper (n m : ℤ) (h : n ≡ m [ZMOD ((L : ℕ) : ℤ)]) :
      cos (twistAngle L * n) = cos (twistAngle L * m) := by
    obtain ⟨k, hk⟩ := h.dvd
    have hk' : (m : ℝ) - n = ((L : ℕ) : ℝ) * k := by exact_mod_cast hk
    have e : twistAngle L * n = twistAngle L * m - k * (2 * π) := by
      linear_combination (-twistAngle L) * hk' - k * hθ
    rw [e, Real.cos_sub_int_mul_two_pi]
  ext a b
  rw [double_twist_apply, Matrix.add_apply, Matrix.smul_apply, smul_eq_mul, mul_add]
  -- the diagonal part commutes with the twist and drops out
  have hV : ((2 * (cos (twistAngle L * ((X a - X b : ℤ) : ℝ)) - 1) : ℝ) : ℂ) *
      diagonal V a b = 0 := by
    by_cases h : a = b
    · subst h
      simp
    · rw [diagonal_apply_ne _ h, mul_zero]
  rw [hV, zero_add]
  by_cases h0 : K a b = 0
  · rw [h0, mul_zero, mul_zero]
  · rcases hK a b h0 with h | h
    · rw [hper _ _ h]
    · rw [hper _ _ h, Int.cast_neg, mul_neg, Real.cos_neg]
```

## The energy identity and its bound

Write E(v) = ⟨v, Hv⟩. Taking the expectation in ψ, linear in the matrix (`hlin`, `hsm`), and moving U and U* onto the states with `expval_mulVec` gives

E(Uψ) + E(U*ψ) − 2E(ψ) = 2(cos rθ − 1) ⟨ψ, Kψ⟩.

From 1 − t²/2 ≤ cos t ≤ 1 for real t follows |2(cos t − 1)| ≤ t², so

|E(Uψ) + E(U*ψ) − 2E(ψ)| ≤ (rθ)² |⟨ψ, Kψ⟩|.

Both statements hold for every ψ, with `‖expval K ψ‖` the complex modulus.

```lean
/-- With `E(v) = ⟨v, (V + K) v⟩`, `V` diagonal and `K` hopping by `± r` modulo `L`, `E(U ψ) + E(U*
ψ) - 2 E(ψ) = 2 (cos (2π r / L) - 1) ⟨ψ, K ψ⟩`, and its modulus is at most `(2π r / L)² |⟨ψ, K ψ⟩|`.
-/
theorem twist_energy_range {L : ℕ+} {r : ℤ} {X : ι → ℤ} {K : Matrix ι ι ℂ} (V : ι → ℂ)
    (hK : IsHopping L r X K) (ψ : ι → ℂ) :
    expval (diagonal V + K) (twist L X *ᵥ ψ) + expval (diagonal V + K) ((twist L X)ᴴ *ᵥ ψ)
        - 2 * expval (diagonal V + K) ψ =
      ((2 * (cos (twistAngle L * r) - 1) : ℝ) : ℂ) * expval K ψ ∧
    ‖expval (diagonal V + K) (twist L X *ᵥ ψ) + expval (diagonal V + K) ((twist L X)ᴴ *ᵥ ψ)
        - 2 * expval (diagonal V + K) ψ‖ ≤ (twistAngle L * r) ^ 2 * ‖expval K ψ‖ := by
  have hsm (c : ℂ) (A : Matrix ι ι ℂ) : expval (c • A) ψ = c * expval A ψ := by
    simp only [expval, Matrix.smul_mulVec, dotProduct_smul, smul_eq_mul]
  have hlin (A B C : Matrix ι ι ℂ) :
      expval (A + B - C) ψ = expval A ψ + expval B ψ - expval C ψ := by
    simp only [expval, Matrix.sub_mulVec, Matrix.add_mulVec, dotProduct_sub, dotProduct_add]
  -- expectation value of the operator identity
  have h := congrArg (fun A => expval A ψ) (double_twist V hK)
  simp only [hlin, hsm] at h
  rw [expval_mulVec, expval_mulVec, conjTranspose_conjTranspose, h]
  refine ⟨rfl, ?_⟩
  rw [norm_mul, Complex.norm_real, Real.norm_eq_abs]
  refine mul_le_mul_of_nonneg_right (abs_le.mpr ⟨?_, ?_⟩) (norm_nonneg _)
  · have := Real.one_sub_sq_div_two_le_cos (x := twistAngle L * r)
    linarith
  · have := Real.cos_le_one (twistAngle L * r)
    have := sq_nonneg (twistAngle L * r)
    linarith
```

Nearest-neighbour hopping is r = 1, with factor 2(cos(2π/L) − 1) and bound (2π/L)² |⟨ψ, Kψ⟩|.

```lean
/-- With `E(v) = ⟨v, (V + K) v⟩`, `V` diagonal and `K` hopping by `± 1` modulo `L`, `E(U ψ) + E(U*
ψ) - 2 E(ψ) = 2 (cos (2π / L) - 1) ⟨ψ, K ψ⟩`, and its modulus is at most `(2π / L)² |⟨ψ, K ψ⟩|`. -/
theorem twist_energy {L : ℕ+} {X : ι → ℤ} {K : Matrix ι ι ℂ} (V : ι → ℂ)
    (hK : IsHopping L 1 X K) (ψ : ι → ℂ) :
    expval (diagonal V + K) (twist L X *ᵥ ψ) + expval (diagonal V + K) ((twist L X)ᴴ *ᵥ ψ)
        - 2 * expval (diagonal V + K) ψ =
      ((2 * (cos (2 * π / ((L : ℕ) : ℝ)) - 1) : ℝ) : ℂ) * expval K ψ ∧
    ‖expval (diagonal V + K) (twist L X *ᵥ ψ) + expval (diagonal V + K) ((twist L X)ᴴ *ᵥ ψ)
        - 2 * expval (diagonal V + K) ψ‖ ≤ (2 * π / ((L : ℕ) : ℝ)) ^ 2 * ‖expval K ψ‖ := by
  have h := twist_energy_range V hK ψ
  rw [Int.cast_one, mul_one] at h
  exact h
```

## Twisting a ground state

Let ε = Re E, and assume (`hmin`) that ψ minimises ε among vectors of its norm, which for Hermitian H and nonzero ψ is the variational meaning of a ground state. Uψ and U*ψ have that norm (`hn`), so ε(Uψ) − ε(ψ) and ε(U*ψ) − ε(ψ) are both non-negative (`h1`, `h2`). Their sum is the real part of the bounded quantity (`h3`), hence

0 ≤ ε(Uψ) − ε(ψ) ≤ (rθ)² |⟨ψ, Kψ⟩|.

```lean
/-- For `V` diagonal and `K` hopping by `± r` modulo `L`: if `ψ` minimises the energy of `V + K`
among vectors of the same norm, the energy of `U ψ` exceeds that of `ψ` by an amount between `0` and
`(2π r / L)² |⟨ψ, K ψ⟩|`. -/
theorem ground_state_twist {L : ℕ+} {r : ℤ} {X : ι → ℤ} {K : Matrix ι ι ℂ} (V : ι → ℂ)
    (hK : IsHopping L r X K) (ψ : ι → ℂ)
    (hmin : ∀ v : ι → ℂ, star v ⬝ᵥ v = star ψ ⬝ᵥ ψ →
      energy (diagonal V + K) ψ ≤ energy (diagonal V + K) v) :
    0 ≤ energy (diagonal V + K) (twist L X *ᵥ ψ) - energy (diagonal V + K) ψ ∧
    energy (diagonal V + K) (twist L X *ᵥ ψ) - energy (diagonal V + K) ψ ≤
      (twistAngle L * r) ^ 2 * ‖expval K ψ‖ := by
  have hn (W : Matrix ι ι ℂ) (hW : Wᴴ * W = 1) :
      star (W *ᵥ ψ) ⬝ᵥ (W *ᵥ ψ) = star ψ ⬝ᵥ ψ := by
    rw [star_mulVec, ← dotProduct_mulVec, mulVec_mulVec, hW, one_mulVec]
  -- both twisted states are admissible trial states
  have h1 := hmin _ (hn _ (twist_unitary L X).1)
  have h2 := hmin _ (hn (twist L X)ᴴ
    (by rw [conjTranspose_conjTranspose]; exact (twist_unitary L X).2))
  have h3 := (Complex.re_le_norm _).trans (twist_energy_range V hK ψ).2
  simp only [Complex.sub_re, Complex.add_re, Complex.mul_re, Complex.re_ofNat,
    Complex.im_ofNat, zero_mul, sub_zero] at h3
  unfold energy at *
  constructor <;> linarith
```

For a finite lattice model with diagonal interactions and single-range hopping, this is the energy estimate of the Lieb-Schultz-Mattis argument: if |⟨ψ, Kψ⟩| grows no faster than L for normalised ψ, the twisted state costs, for fixed r, an energy at most of order 1/L. A conclusion about the gap also needs control of the overlap of Uψ with ψ, which is not proved here: for Hermitian H with a unique normalised ground state ψ and gap Δ above it, ε(Uψ) − ε(ψ) ≥ Δ(1 − |⟨ψ, Uψ⟩|²). In the Lieb-Schultz-Mattis argument the overlap is zero, because a unique ground state of a translation-invariant H with fixed particle number is a translation eigenstate, and at non-integer filling U changes the translation eigenvalue. With no information on the overlap, Uψ may equal ψ up to a phase, and the energy estimate alone bounds no gap.

## Small rings

One particle on four sites, indexed 0 to 3 with X_a = a, has amplitude −1 between neighbours, including sites 3 and 0.

```lean
/-- Nearest-neighbour hopping with amplitude `-1` of one particle on a ring of four sites. -/
def ringHop : Matrix (Fin 4) (Fin 4) ℂ :=
  !![0, -1, 0, -1; -1, 0, -1, 0; 0, -1, 0, -1; -1, 0, -1, 0]
```

The theorem below verifies the hopping condition and Hermiticity entry by entry, and ⟨ψ, Kψ⟩ = −8 for ψ = (1, 1, 1, 1). This vector has ⟨ψ, ψ⟩ = 4, so the normalised value is −2.

The remaining numbers come from substituting by hand, not from the kernel. With V = 0 and θ = π/2 the identity gives 2(0 − 1)(−2) = 4 for the normalised state, matching plane-wave energies −2 cos q at wave numbers q = 0 and ±π/2; the bound is π²/2 ≈ 4.93. At L = 1 every K qualifies, U = 1, and both sides of the identity vanish.

```lean
/-- The four-site ring hopping, with `X` the site index, hops by `± 1` modulo `4`, is Hermitian,
and has expectation `-8` in the constant vector with entries `1`. -/
theorem hopping_witness :
    IsHopping 4 1 (fun a : Fin 4 => ((a : ℕ) : ℤ)) ringHop ∧ ringHop.IsHermitian ∧
      expval ringHop (fun _ => 1) = -8 := by
  refine ⟨?_, ?_, ?_⟩
  · intro a b h
    fin_cases a <;> fin_cases b <;>
      first
        | decide
        | exact absurd (by simp [ringHop]) h
  · show ringHopᴴ = ringHop
    ext i j
    fin_cases i <;> fin_cases j <;> simp [ringHop, conjTranspose_apply]
  · simp [expval, ringHop, dotProduct, mulVec, Fin.sum_univ_succ]
    norm_num

end

end TwistEnergy
```

```lean
#print axioms TwistEnergy.expval_eq_energy
#print axioms TwistEnergy.twist_energy_range
#print axioms TwistEnergy.twist_energy
#print axioms TwistEnergy.ground_state_twist
```

```
'TwistEnergy.expval_eq_energy' depends on axioms: [propext, Classical.choice, Quot.sound]
'TwistEnergy.twist_energy_range' depends on axioms: [propext, Classical.choice, Quot.sound]
'TwistEnergy.twist_energy' depends on axioms: [propext, Classical.choice, Quot.sound]
'TwistEnergy.ground_state_twist' depends on axioms: [propext, Classical.choice, Quot.sound]
```
